# Collinear residuals for shifted systems from a three-term Krylov recurrence with a nonzero scalar factor

Suppose $(A+s)x=b$ has to be solved for many shifts $s$. Separate solves repeat the products with $A$ for every shift. A joint solve can fail at a restart: the residuals become the new right-hand sides, and unless they are parallel, the systems need no longer share a Krylov space. Such families arise when the Green's function of a non-interacting Hamiltonian in a finite orthonormal basis is sampled at many energies.

## The seed recurrence and its shifted companions

Let $A$ be a linear map (`Module.End 𝕜 V`) on a vector space $V$ of any dimension over any field.

```lean
import Mathlib

namespace ShiftedKrylov

variable {𝕜 V : Type*} [Field 𝕜] [AddCommGroup V] [Module 𝕜 V]
```

The Krylov space $K_n$ is the span of $A^k b$ for $k<n$, so $K_0=\{0\}$.

```lean
/-- The Krylov space `K_n(A, b)`, spanned by `b, A b, ..., A^(n-1) b`. -/
def krylov (A : Module.End 𝕜 V) (b : V) (n : ℕ) : Submodule 𝕜 V :=
  Submodule.span 𝕜 {v | ∃ k < n, (A ^ k) b = v}
```

The seed system is $Ax=b$. Its residuals start from $r_0=b$, $r_1=b-a_0Ab$ and continue, with $a=a_{n+1}$ and $c=c_{n+1}$, as
$$r_{n+2}=(1+c)r_{n+1}-aAr_{n+1}-c\,r_n.$$
The value $c_0$ is never used. The coefficients are arbitrary: no orthogonality, minimisation or convergence is assumed, and there is no rounding.

```lean
/-- Residuals of the seed system `A x = b`, generated by a three-term recurrence with
coefficients `a n` and `c n`; the first step has no memory term. -/
def residual (A : Module.End 𝕜 V) (b : V) (a c : ℕ → 𝕜) : ℕ → V
  | 0 => b
  | 1 => b - a 0 • A b
  | n + 2 => (1 + c (n + 1)) • residual A b a c (n + 1)
      - a (n + 1) • A (residual A b a c (n + 1)) - c (n + 1) • residual A b a c n
```

Each shift has scalars $\pi_0=1$, $\pi_1=1+a_0s$ and
$$\pi_{n+2}=(1+c+as)\pi_{n+1}-c\,\pi_n.$$

```lean
/-- The scalars `pi_n` belonging to the shift `s`, generated by the same coefficients. -/
def shiftFactor (a c : ℕ → 𝕜) (s : 𝕜) : ℕ → 𝕜
  | 0 => 1
  | 1 => 1 + a 0 * s
  | n + 2 => (1 + c (n + 1) + a (n + 1) * s) * shiftFactor a c s (n + 1)
      - c (n + 1) * shiftFactor a c s n
```

It also has vectors $y_0=0$, $y_1=a_0b$ and
$$y_{n+2}=(1+c+as)y_{n+1}+a\,r_{n+1}-c\,y_n,$$
which need no further product with $A$.

```lean
/-- The scaled iterate `y_n` of the shifted system, updated from the seed residuals
without any further application of `A`. -/
def scaledIterate (A : Module.End 𝕜 V) (b : V) (a c : ℕ → 𝕜) (s : 𝕜) : ℕ → V
  | 0 => 0
  | 1 => a 0 • b
  | n + 2 => (1 + c (n + 1) + a (n + 1) * s) • scaledIterate A b a c s (n + 1)
      + a (n + 1) • residual A b a c (n + 1) - c (n + 1) • scaledIterate A b a c s n
```

## Membership in the Krylov spaces

(a) Show that $A^kb\in K_n$ for $k<n$.

It is one of the spanning vectors.

```lean
/-- The vector `A^k b` lies in `K_n(A, b)` when `k < n`. -/
lemma pow_mem_krylov (A : Module.End 𝕜 V) (b : V) {k n : ℕ} (hk : k < n) :
    (A ^ k) b ∈ krylov A b n :=
  Submodule.subset_span ⟨k, hk, rfl⟩
```

(b) Show that $K_m\subseteq K_n$ for $m\le n$.

Every spanning vector of $K_m$ is one of $K_n$.

```lean
/-- Krylov spaces grow with their order. -/
lemma krylov_mono (A : Module.End 𝕜 V) (b : V) {m n : ℕ} (h : m ≤ n) :
    krylov A b m ≤ krylov A b n := by
  apply Submodule.span_mono
  rintro v ⟨k, hk, rfl⟩
  exact ⟨k, by omega, rfl⟩
```

(c) Show that $x\in K_n$ implies $Ax\in K_{n+1}$.

If $x=\sum_{k<n}t_kA^kb$, then $Ax=\sum_{k<n}t_kA^{k+1}b$. In Lean, `Submodule.span_induction` checks spanning vectors, zero, sums and multiples in turn.

```lean
/-- One application of `A` raises the order of the Krylov space by at most one. -/
lemma apply_mem_krylov (A : Module.End 𝕜 V) (b : V) {n : ℕ} {x : V}
    (hx : x ∈ krylov A b n) : A x ∈ krylov A b (n + 1) := by
  unfold krylov at hx
  induction hx using Submodule.span_induction with
  | mem v hv =>
    obtain ⟨k, hk, rfl⟩ := hv
    have h := pow_mem_krylov A b (Nat.succ_lt_succ hk)
    rwa [Nat.succ_eq_add_one, pow_succ', Module.End.mul_apply] at h
  | zero => rw [map_zero]; exact Submodule.zero_mem _
  | add u v _ _ hu hv => rw [map_add]; exact Submodule.add_mem _ hu hv
  | smul t v _ hv => rw [map_smul]; exact Submodule.smul_mem _ t hv
```

(d) Show that $r_n\in K_{n+1}$.

This is clear for $r_0$ and $r_1$. If it holds for $r_n$ and $r_{n+1}$, then (c) puts $Ar_{n+1}$ in $K_{n+3}$, and (b) puts the other terms of $r_{n+2}$ there.

```lean
/-- The seed residual `r_n` lies in `K_(n+1)(A, b)`. -/
theorem residual_mem (A : Module.End 𝕜 V) (b : V) (a c : ℕ → 𝕜) :
    ∀ n, residual A b a c n ∈ krylov A b (n + 1)
  | 0 => pow_mem_krylov A b (k := 0) Nat.one_pos
  | 1 => Submodule.sub_mem _ (pow_mem_krylov A b (k := 0) (by omega))
      (Submodule.smul_mem _ _ (pow_mem_krylov A b (k := 1) (by omega)))
  | n + 2 => by
    have h1 := residual_mem A b a c (n + 1)
    have h0 := residual_mem A b a c n
    simp only [residual]
    exact Submodule.sub_mem _ (Submodule.sub_mem _
      (Submodule.smul_mem _ _ (krylov_mono A b (by omega) h1))
      (Submodule.smul_mem _ _ (apply_mem_krylov A b h1)))
      (Submodule.smul_mem _ _ (krylov_mono A b (by omega) h0))
```

(e) Show that $y_n\in K_n$.

Again the first two cases are immediate. In the step, $y_{n+1}$, $r_{n+1}$ and $y_n$ all lie in $K_{n+2}$, by (b) and (d).

```lean
/-- The scaled shifted iterate `y_n` lies in the seed Krylov space `K_n(A, b)`. -/
theorem scaledIterate_mem (A : Module.End 𝕜 V) (b : V) (a c : ℕ → 𝕜) (s : 𝕜) :
    ∀ n, scaledIterate A b a c s n ∈ krylov A b n
  | 0 => Submodule.zero_mem _
  | 1 => Submodule.smul_mem _ _ (pow_mem_krylov A b (k := 0) Nat.one_pos)
  | n + 2 => by
    have h1 := scaledIterate_mem A b a c s (n + 1)
    have h0 := scaledIterate_mem A b a c s n
    simp only [scaledIterate]
    exact Submodule.sub_mem _ (Submodule.add_mem _
      (Submodule.smul_mem _ _ (krylov_mono A b (by omega) h1))
      (Submodule.smul_mem _ _ (residual_mem A b a c (n + 1))))
      (Submodule.smul_mem _ _ (krylov_mono A b (by omega) h0))
```

## Collinearity

(f) Show that $(A+s)y_n=\pi_nb-r_n$.

For $n=0$ both sides vanish; for $n=1$ both equal $a_0(Ab+sb)$. For the step, apply $A+s$ to the recurrence and insert the two previous identities:
$$\begin{aligned}(A+s)y_{n+2}&=(1+c+as)(\pi_{n+1}b-r_{n+1})+a(A+s)r_{n+1}-c(\pi_nb-r_n)\\&=\pi_{n+2}b-\big[(1+c)r_{n+1}-aAr_{n+1}-c\,r_n\big].\end{aligned}$$
The bracket is $r_{n+2}$.

The Lean step is `linear_combination (norm := module)`. We supply the weights of the previous identities, `h1` and `h0`; the tactic checks that what remains is an identity. Its default normaliser, `ring1`, expects a commutative ring, whereas `module` handles vectors with scalar coefficients. It treats $Ar_{n+1}$ as an unknown vector, so `simp only` first distributes $A$ over the sums.

```lean
/-- The scaled iterate satisfies `(A + s) y_n = pi_n b - r_n` at every step. -/
theorem shifted_apply_scaledIterate (A : Module.End 𝕜 V) (b : V) (a c : ℕ → 𝕜) (s : 𝕜) :
    ∀ n, A (scaledIterate A b a c s n) + s • scaledIterate A b a c s n
      = shiftFactor a c s n • b - residual A b a c n
  | 0 => by simp [scaledIterate, shiftFactor, residual]
  | 1 => by
    simp only [scaledIterate, shiftFactor, residual, map_smul]
    module
  | n + 2 => by
    have h1 := shifted_apply_scaledIterate A b a c s (n + 1)
    have h0 := shifted_apply_scaledIterate A b a c s n
    simp only [scaledIterate, shiftFactor, residual, map_add, map_sub, map_smul]
    -- the two previous identities enter with the weights of the recurrence
    linear_combination (norm := module)
      (1 + c (n + 1) + a (n + 1) * s) • h1 - c (n + 1) • h0
```

(g) For $\pi_n\ne0$, find $x\in K_n$ with $b-(A+s)x=r_n/\pi_n$.

Take $x=y_n/\pi_n$. By (f), $b-(A+s)x=b-(\pi_nb-r_n)/\pi_n=r_n/\pi_n$.

```lean
/-- Collinear residuals: if `pi_n` is nonzero, some `x` in the seed Krylov space
`K_n(A, b)` has the shifted residual `b - (A + s) x = r_n / pi_n`. -/
theorem exists_collinear_residual (A : Module.End 𝕜 V) (b : V) (a c : ℕ → 𝕜) (s : 𝕜)
    (n : ℕ) (h : shiftFactor a c s n ≠ 0) :
    ∃ x ∈ krylov A b n,
      b - (A x + s • x) = (shiftFactor a c s n)⁻¹ • residual A b a c n := by
  refine ⟨(shiftFactor a c s n)⁻¹ • scaledIterate A b a c s n,
    Submodule.smul_mem _ _ (scaledIterate_mem A b a c s n), ?_⟩
  rw [map_smul, smul_comm s, ← smul_add, shifted_apply_scaledIterate, smul_sub,
    smul_smul, inv_mul_cancel₀ h, one_smul, sub_sub_cancel]
```

(h) Suppose $K_n$ contains no exact solution of the shifted system (`hno`). If $x\in K_n$ and $b-(A+s)x=\mu r_n$, show that $\mu\pi_n=1$.

Eliminating $r_n$ with (f) gives
$$(A+s)(x-\mu y_n)=(1-\mu\pi_n)b.$$
Were the factor on the right nonzero, division by it would give an exact solution in $K_n$.

```lean
/-- If `K_n(A, b)` contains no exact solution of the shifted system, then a shifted
residual equal to `μ r_n` with `x` in `K_n(A, b)` forces `μ pi_n = 1`. -/
theorem collinear_factor_unique (A : Module.End 𝕜 V) (b : V) (a c : ℕ → 𝕜) (s : 𝕜)
    (n : ℕ) (hno : ∀ z ∈ krylov A b n, A z + s • z ≠ b) {x : V} {μ : 𝕜}
    (hx : x ∈ krylov A b n) (hr : b - (A x + s • x) = μ • residual A b a c n) :
    μ * shiftFactor a c s n = 1 := by
  by_contra h
  have hd : 1 - μ * shiftFactor a c s n ≠ 0 := sub_ne_zero.2 (Ne.symm h)
  have key := shifted_apply_scaledIterate A b a c s n
  -- eliminating `r_n` leaves a multiple of `b` in the range of `A + s` on `K_n`
  have e : A (x - μ • scaledIterate A b a c s n) + s • (x - μ • scaledIterate A b a c s n)
      = (1 - μ * shiftFactor a c s n) • b := by
    rw [map_sub, map_smul]
    linear_combination (norm := module) (-1 : 𝕜) • hr - μ • key
  apply hno ((1 - μ * shiftFactor a c s n)⁻¹ • (x - μ • scaledIterate A b a c s n))
    (Submodule.smul_mem _ _ (Submodule.sub_mem _ hx
      (Submodule.smul_mem _ _ (scaledIterate_mem A b a c s n))))
  rw [map_smul, smul_comm s, ← smul_add, e, smul_smul, inv_mul_cancel₀ hd, one_smul]
```

(i) Under the same hypothesis, show that a residual $\mu r_n$ is attainable in $K_n$ if and only if $\pi_n\neq0$.

Part (h) excludes $\pi_n=0$, and (g) gives the converse. An exact solution in $K_n$ would allow $\mu=0$ whatever $\pi_n$ is.

```lean
/-- If `K_n(A, b)` contains no exact solution of the shifted system, a shifted residual of the form
`μ r_n` is attainable in `K_n(A, b)` exactly when `pi_n` is nonzero. -/
theorem collinear_iff (A : Module.End 𝕜 V) (b : V) (a c : ℕ → 𝕜) (s : 𝕜) (n : ℕ)
    (hno : ∀ z ∈ krylov A b n, A z + s • z ≠ b) :
    (∃ x ∈ krylov A b n, ∃ μ : 𝕜, b - (A x + s • x) = μ • residual A b a c n)
      ↔ shiftFactor a c s n ≠ 0 := by
  constructor
  · rintro ⟨x, hx, μ, hr⟩ h0
    have h := collinear_factor_unique A b a c s n hno hx hr
    rw [h0, mul_zero] at h
    exact zero_ne_one h
  · intro h
    obtain ⟨x, hx, hr⟩ := exists_collinear_residual A b a c s n h
    exact ⟨x, hx, _, hr⟩
```

(j) If $Av=-sv$ and the recurrence starts from $v$, show that $r_n=\pi_nv$.

Replacing $A$ by $-s$ turns the residual recurrence into that of $\pi_n$; induction on two consecutive cases finishes.

```lean
/-- If `A v = -s v`, the residual recurrence started from `v` gives `r_n = pi_n v`. -/
theorem residual_of_eigenvector (A : Module.End 𝕜 V) (v : V) (a c : ℕ → 𝕜) (s : 𝕜)
    (hv : A v = (-s) • v) : ∀ n, residual A v a c n = shiftFactor a c s n • v
  | 0 => by simp [residual, shiftFactor]
  | 1 => by
    simp only [residual, shiftFactor]
    rw [hv]
    module
  | n + 2 => by
    have h1 := residual_of_eigenvector A v a c s hv (n + 1)
    have h0 := residual_of_eigenvector A v a c s hv n
    simp only [residual, shiftFactor]
    rw [h1, h0, map_smul, hv]
    module
```

The calculation in (f) also extends, though not in the Lean file, to longer memory, $r_{n+1}=\sum_{j\le n}\gamma_{nj}r_j-a_nAr_n$, if $\pi_{n+1}=\sum_{j\le n}\gamma_{nj}\pi_j+a_ns\,\pi_n$ and $y_{n+1}=\sum_{j\le n}\gamma_{nj}y_j+a_n(s\,y_n+r_n)$.

## Nonnegative coefficients and shifts

(k) For real $a_n,c_n,s\ge0$, show that $1\le\pi_n\le\pi_{n+1}$.

Initially $\pi_1-\pi_0=a_0s\ge0$. Then
$$\pi_{n+2}-\pi_{n+1}=c(\pi_{n+1}-\pi_n)+as\,\pi_{n+1}\ge0.$$

```lean
/-- For nonnegative real coefficients and a nonnegative shift, the scalars `pi_n` are at
least one and never decrease. -/
theorem one_le_shiftFactor (a c : ℕ → ℝ) (s : ℝ) (ha : ∀ n, 0 ≤ a n) (hc : ∀ n, 0 ≤ c n)
    (hs : 0 ≤ s) (n : ℕ) :
    1 ≤ shiftFactor a c s n ∧ shiftFactor a c s n ≤ shiftFactor a c s (n + 1) := by
  induction n with
  | zero =>
    have h := mul_nonneg (ha 0) hs
    simp only [shiftFactor]
    exact ⟨le_rfl, by linarith⟩
  | succ n ih =>
    have h1 : 1 ≤ shiftFactor a c s (n + 1) := ih.1.trans ih.2
    have e : shiftFactor a c s (n + 1 + 1)
        = (1 + c (n + 1) + a (n + 1) * s) * shiftFactor a c s (n + 1)
          - c (n + 1) * shiftFactor a c s n := rfl
    -- the increment is a sum of two nonnegative terms
    have p := mul_nonneg (hc (n + 1)) (sub_nonneg.2 ih.2)
    have q := mul_nonneg (mul_nonneg (ha (n + 1)) hs) (zero_le_one.trans h1)
    exact ⟨h1, by rw [e]; linarith⟩
```

(l) In a real normed space, under the same sign conditions, find $x\in K_n$ with $\|b-(A+s)x\|\le\|r_n\|$.

Use (g) and $\pi_n\ge1$. Conjugate gradients for a positive definite matrix has coefficients of these signs until it terminates.

```lean
/-- For nonnegative real coefficients and a nonnegative shift, some `x` in `K_n(A, b)` has
a shifted residual no larger in norm than the seed residual `r_n`. -/
theorem shifted_residual_le {E : Type*} [NormedAddCommGroup E] [NormedSpace ℝ E]
    (A : Module.End ℝ E) (b : E) (a c : ℕ → ℝ) (s : ℝ) (ha : ∀ n, 0 ≤ a n)
    (hc : ∀ n, 0 ≤ c n) (hs : 0 ≤ s) (n : ℕ) :
    ∃ x ∈ krylov A b n, ‖b - (A x + s • x)‖ ≤ ‖residual A b a c n‖ := by
  have h1 := (one_le_shiftFactor a c s ha hc hs n).1
  have hpos : 0 < shiftFactor a c s n := zero_lt_one.trans_le h1
  obtain ⟨x, hx, hr⟩ := exists_collinear_residual A b a c s n hpos.ne'
  refine ⟨x, hx, ?_⟩
  rw [hr, norm_smul, norm_inv, Real.norm_of_nonneg hpos.le]
  exact mul_le_of_le_one_left (norm_nonneg _) (inv_le_one_of_one_le₀ h1)

end ShiftedKrylov
```

```lean
#print axioms ShiftedKrylov.exists_collinear_residual
-- 'ShiftedKrylov.exists_collinear_residual' depends on axioms: [propext, Classical.choice, Quot.sound]
#print axioms ShiftedKrylov.collinear_iff
-- 'ShiftedKrylov.collinear_iff' depends on axioms: [propext, Classical.choice, Quot.sound]
#print axioms ShiftedKrylov.shifted_residual_le
-- 'ShiftedKrylov.shifted_residual_le' depends on axioms: [propext, Classical.choice, Quot.sound]
```
